# Errors of at most ε in the subset energies change the increment D(S) by at most 2^|S| ε, and the bound is attained

Before the noise in a many-body increment can be bounded, one must fix what noise means and whether the empty subsystem carries any. Here noise is a deterministic tolerance: each subset energy may be off by at most ε ≥ 0, with no assumption on distribution or correlation, and the empty set counts as a subsystem like any other. The tolerance stands for the numerical accuracy of one subsystem calculation, such as its convergence error. An exact empty-set energy is treated as a variant.

## The bound and the errors that reach it

Let S be a finite set of fragments with |S| elements, and let E(T) be the energy of subsystem T. With the sign s(T) = (−1)^|S∖T| the increment is

D(S) = Σ_{T⊆S} s(T) E(T).

For S = {a, b} this reads D = E({a,b}) − E({a}) − E({b}) + E(∅), the pair interaction energy when E(∅) = 0. Let E′ be perturbed energies with increment D′, errors δ(T) = E′(T) − E(T) and tolerances |δ(T)| ≤ η(T). The increment is linear in the energies, so

D′(S) − D(S) = Σ_{T⊆S} s(T) δ(T).

The triangle inequality and |s(T)| = 1 give

|D′(S) − D(S)| ≤ Σ_{T⊆S} |δ(T)| ≤ Σ_{T⊆S} η(T).

The choice δ(T) = s(T) η(T) is allowed for η ≥ 0, since |δ(T)| = η(T), and s(T)² = 1 turns each term into η(T), so the bound is reached. For constant η = ε there are 2^|S| equal terms:

|D′(S) − D(S)| ≤ 2^|S| ε.

Setting η(∅) = 0 removes one term and gives (2^|S| − 1) ε. The two bounds are 4ε and 3ε for a pair, and ε and 0 for S = ∅.

Equality fixes the errors. Each term obeys s(T) δ(T) ≤ η(T), so the sum equals Σ η(T) only if every term equals η(T), and multiplying by s(T) gives δ(T) = s(T) η(T). Exchanging E and E′ gives the opposite pattern for the largest decrease. For nonempty S and constant tolerance ε > 0 both patterns contain errors of both signs, so errors that all share one sign, such as those of incompletely minimised variational energies, stay below 2^|S| ε. A common shift δ(T) = c, in contrast, cancels for nonempty S, because expanding a product over the fragments gives

Σ_{T⊆S} s(T) = Π_{i∈S} (1 − 1) = 0.

In a many-body expansion of an electronic energy, with one tolerance ε for all subsystems, the bound 2^|S| ε on the error of one increment thus doubles with each added fragment, and with an exact empty-set energy the bound runs 0, ε, 3ε, 7ε, … for |S| = 0, 1, 2, 3, …; these are worst-case bounds for a single D(S), and they describe neither the typical size of random errors nor the error of the summed expansion.

## Fragments, energies and signs in Lean

```lean
import Mathlib

open Finset

namespace IncrementNoise

variable {ι : Type*} [DecidableEq ι]
```

Fragments are elements of a type `ι`, and subsystems are finite sets `Finset ι`. The type itself may be infinite.

```lean
/-- The inclusion-exclusion sign `(-1)^|S \ T|` of the subsystem `T` relative to `S`. -/
def ieSign (S T : Finset ι) : ℝ := (-1) ^ (S \ T).card

/-- The many-body increment `D(S)`: the signed sum of the energies `E T` of all subsets `T` of
the fragment set `S`, the empty set included. -/
def increment (E : Finset ι → ℝ) (S : Finset ι) : ℝ :=
  ∑ T ∈ S.powerset, ieSign S T * E T

/-- The energies `E T` shifted by the tolerance `η T` times the inclusion-exclusion sign of `T`
relative to `S`. -/
def worstCase (E η : Finset ι → ℝ) (S : Finset ι) : Finset ι → ℝ :=
  fun T => E T + ieSign S T * η T
```

An energy is any function `Finset ι → ℝ`; no Hamiltonian is involved, E(∅) = 0 is not imposed, and the errors of different subsets are not tied to each other. `ieSign S T` is s(T), and `S.powerset` is the range T ⊆ S. `worstCase E η S` is E(T) + s(T) η(T). It depends on S, but on the subsets of S only through an overall sign: for T ⊆ S one has s(T) = (−1)^|S| (−1)^|T|, so the single perturbation δ(T) = (−1)^|T| η(T) changes each D(S) by (−1)^|S| Σ_{T⊆S} η(T) and attains the bound in absolute value for all S at once. That remark is not formalised here; the theorems below treat one S at a time.

## Subset-dependent tolerances

```lean
/-- The inclusion-exclusion sign squares to one. -/
theorem ieSign_mul_self (S T : Finset ι) : ieSign S T * ieSign S T = 1 := by
  unfold ieSign
  rw [← mul_pow]
  norm_num

/-- The inclusion-exclusion sign has absolute value one. -/
theorem abs_ieSign (S T : Finset ι) : |ieSign S T| = 1 := by
  simp [ieSign, abs_pow]
```

These are s² = 1 and |s| = 1, valid for every T, also outside S.

```lean
/-- The change of the increment is the signed sum of the changes of the subset energies. -/
theorem increment_sub (E E' : Finset ι → ℝ) (S : Finset ι) :
    increment E' S - increment E S = ∑ T ∈ S.powerset, ieSign S T * (E' T - E T) := by
  unfold increment
  rw [← Finset.sum_sub_distrib]
  exact Finset.sum_congr rfl fun T _ => by ring
```

This is the linearity step: the two sums are merged and compared term by term.

```lean
/-- If the energy of each subset `T` of `S` changes by at most `η T`, the increment `D(S)`
changes by at most the sum of the tolerances over the subsets of `S`. -/
theorem abs_increment_sub_le (E E' η : Finset ι → ℝ) (S : Finset ι)
    (h : ∀ T ⊆ S, |E' T - E T| ≤ η T) :
    |increment E' S - increment E S| ≤ ∑ T ∈ S.powerset, η T := by
  rw [increment_sub]
  -- triangle inequality, then each sign has modulus one
  refine (Finset.abs_sum_le_sum_abs _ _).trans (Finset.sum_le_sum fun T hT => ?_)
  rw [abs_mul, abs_ieSign, one_mul]
  exact h T (Finset.mem_powerset.mp hT)
```

Only subsets of S are constrained by `h`. `Finset.abs_sum_le_sum_abs` is the triangle inequality, and `Finset.sum_le_sum` reduces the claim to |s δ| = |δ| ≤ η for each T.

```lean
/-- For nonnegative tolerances the sign-alternating perturbation stays within tolerance on every
subset and raises `D(S)` by exactly the sum of the tolerances over the subsets of `S`. -/
theorem worstCase_attains (E η : Finset ι → ℝ) (S : Finset ι) (hη : ∀ T, 0 ≤ η T) :
    (∀ T, |worstCase E η S T - E T| ≤ η T) ∧
      increment (worstCase E η S) S - increment E S = ∑ T ∈ S.powerset, η T := by
  have hd : ∀ T, worstCase E η S T - E T = ieSign S T * η T := fun T => by
    unfold worstCase
    ring
  constructor
  · intro T
    rw [hd, abs_mul, abs_ieSign, one_mul, abs_of_nonneg (hη T)]
  · rw [increment_sub]
    -- the signs cancel, so all errors add up
    refine Finset.sum_congr rfl fun T _ => ?_
    rw [hd]
    linear_combination η T * ieSign_mul_self S T
```

`hd` states δ = s η. The first part takes its modulus, using `hη`; in the second, `linear_combination` multiplies s² = 1 by η(T).

## A uniform tolerance, with and without the empty set

```lean
/-- If every subset energy, the empty set included, is perturbed by at most `ε ≥ 0`, then `D(S)`
changes by at most `2^|S| ε`; the sign-alternating perturbation is allowed and attains this. -/
theorem increment_noise_sharp (E : Finset ι → ℝ) (S : Finset ι) (ε : ℝ) (hε : 0 ≤ ε) :
    (∀ E' : Finset ι → ℝ, (∀ T, |E' T - E T| ≤ ε) →
        |increment E' S - increment E S| ≤ 2 ^ S.card * ε) ∧
      (∀ T, |worstCase E (fun _ => ε) S T - E T| ≤ ε) ∧
      |increment (worstCase E (fun _ => ε) S) S - increment E S| = 2 ^ S.card * ε := by
  -- there are 2^|S| subsets
  have hsum : ∑ _T ∈ S.powerset, ε = 2 ^ S.card * ε := by simp [Finset.card_powerset]
  obtain ⟨h1, h2⟩ := worstCase_attains E (fun _ => ε) S fun _ => hε
  refine ⟨fun E' h => ?_, h1, ?_⟩
  · rw [← hsum]
    exact abs_increment_sub_le E E' (fun _ => ε) S fun T _ => h T
  · rw [h2, hsum]
    exact abs_of_nonneg (by positivity)
```

The theorem has three parts: every E′ within ε of E on all finite sets changes D(S) by at most 2^|S| ε; the alternating perturbation stays within ε; and it changes D(S) by exactly 2^|S| ε in absolute value. `hsum` counts the subsets, and the rest is the two preceding results at constant η.

```lean
/-- If the energy of the empty set is left exact and all energies are perturbed by at most
`ε ≥ 0`, then `D(S)` changes by at most `(2^|S| - 1) ε`; the sign-alternating perturbation of
the nonempty subsets is allowed and raises `D(S)` by exactly this amount. -/
theorem increment_noise_exact_empty (E : Finset ι → ℝ) (S : Finset ι) (ε : ℝ) (hε : 0 ≤ ε) :
    (∀ E' : Finset ι → ℝ, E' ∅ = E ∅ → (∀ T, |E' T - E T| ≤ ε) →
        |increment E' S - increment E S| ≤ (2 ^ S.card - 1) * ε) ∧
      worstCase E (fun T => if T = ∅ then 0 else ε) S ∅ = E ∅ ∧
      (∀ T, |worstCase E (fun T => if T = ∅ then 0 else ε) S T - E T| ≤ ε) ∧
      increment (worstCase E (fun T => if T = ∅ then 0 else ε) S) S - increment E S
        = (2 ^ S.card - 1) * ε := by
  -- the empty set drops out of the sum of tolerances
  have hsum : ∑ T ∈ S.powerset, (if T = ∅ then 0 else ε) = (2 ^ S.card - 1) * ε := by
    have hterm : ∀ T ∈ S.powerset,
        (if T = ∅ then 0 else ε) = ε - (if T = ∅ then ε else 0) := by
      intro T _
      split_ifs <;> ring
    rw [Finset.sum_congr rfl hterm, Finset.sum_sub_distrib]
    simp [Finset.card_powerset, sub_mul]
  obtain ⟨h1, h2⟩ := worstCase_attains E (fun T => if T = ∅ then 0 else ε) S fun T => by
    by_cases hT : T = ∅ <;> simp [hT, hε]
  refine ⟨fun E' h0 h => ?_, by simp [worstCase], fun T => (h1 T).trans ?_, h2.trans hsum⟩
  · rw [← hsum]
    refine abs_increment_sub_le E E' (fun T => if T = ∅ then 0 else ε) S fun T _ => ?_
    by_cases hT : T = ∅
    · simp [hT, h0]
    · simpa [hT] using h T
  · by_cases hT : T = ∅ <;> simp [hT, hε]
```

The added hypothesis `E' ∅ = E ∅` expresses an empty subsystem whose energy is fixed by convention and not computed. The tolerance is 0 at ∅ and ε elsewhere; `hterm` writes it as ε minus a term supported on ∅, which yields (2^|S| − 1) ε. The extremal perturbation leaves E(∅) unchanged, stays within ε, and raises D(S) by that amount.

## Equality and cancellation

```lean
/-- A perturbation within the tolerances `η` raises `D(S)` by the full sum of the tolerances if
and only if the error of every subset `T` of `S` is its sign times `η T`. -/
theorem increment_sub_eq_sum_iff (E E' η : Finset ι → ℝ) (S : Finset ι)
    (h : ∀ T ⊆ S, |E' T - E T| ≤ η T) :
    increment E' S - increment E S = ∑ T ∈ S.powerset, η T ↔
      ∀ T ⊆ S, E' T - E T = ieSign S T * η T := by
  have hle : ∀ T ∈ S.powerset, ieSign S T * (E' T - E T) ≤ η T := fun T hT => by
    refine (le_abs_self _).trans ?_
    rw [abs_mul, abs_ieSign, one_mul]
    exact h T (Finset.mem_powerset.mp hT)
  rw [increment_sub]
  -- termwise inequality with equal sums forces termwise equality
  refine (Finset.sum_eq_sum_iff_of_le hle).trans ⟨fun H T hT => ?_, fun H T hT => ?_⟩
  · have h1 : ieSign S T * (E' T - E T) = η T := H T (Finset.mem_powerset.mpr hT)
    linear_combination ieSign S T * h1 - (E' T - E T) * ieSign_mul_self S T
  · have h1 := H T (Finset.mem_powerset.mp hT)
    show ieSign S T * (E' T - E T) = η T
    linear_combination ieSign S T * h1 + η T * ieSign_mul_self S T
```

`hle` is the termwise inequality s δ ≤ η, and `Finset.sum_eq_sum_iff_of_le` turns equal sums into equal terms. The two `linear_combination` steps multiply by s to pass between s δ = η and δ = s η.

```lean
/-- With errors at most `ε` on the subsets of `S`, the increment changes by exactly `2^|S| ε` in
absolute value if and only if these errors are the sign pattern times `ε`, or its negative. -/
theorem increment_noise_eq_iff (E E' : Finset ι → ℝ) (S : Finset ι) (ε : ℝ)
    (h : ∀ T ⊆ S, |E' T - E T| ≤ ε) :
    |increment E' S - increment E S| = 2 ^ S.card * ε ↔
      (∀ T ⊆ S, E' T - E T = ieSign S T * ε) ∨ (∀ T ⊆ S, E' T - E T = -(ieSign S T * ε)) := by
  have hε : 0 ≤ ε := (abs_nonneg _).trans (h ∅ (Finset.empty_subset S))
  have hb : (0 : ℝ) ≤ 2 ^ S.card * ε := by positivity
  have hsum : ∑ _T ∈ S.powerset, ε = 2 ^ S.card * ε := by simp [Finset.card_powerset]
  have up := increment_sub_eq_sum_iff E E' (fun _ => ε) S h
  -- the downward case is the upward case with the two energies exchanged
  have down := increment_sub_eq_sum_iff E' E (fun _ => ε) S fun T hT => by
    rw [abs_sub_comm]
    exact h T hT
  simp only [hsum] at up down
  rw [abs_eq hb]
  refine or_congr up ⟨fun H T hT => ?_, fun H => ?_⟩
  · have h1 := down.mp (by linarith) T hT
    linarith
  · have h1 := down.mpr fun T hT => by
      have h2 := H T hT
      linarith
    linarith
```

Here ε ≥ 0 follows from `h` at the empty set. `abs_eq` splits the equality into a change of +2^|S| ε or −2^|S| ε; `up` handles the first and `down`, with the energies exchanged, the second. Errors on sets not contained in S are left free, and at ε = 0 the two patterns coincide.

```lean
/-- Shifting all subset energies, the empty set included, by the same constant leaves the
increment of a nonempty fragment set unchanged. -/
theorem increment_uniform_shift (E : Finset ι → ℝ) (S : Finset ι) (hS : S.Nonempty) (c : ℝ) :
    increment (fun T => E T + c) S = increment E S := by
  -- the signs sum to (1 - 1)^|S| = 0
  have hsign : ∑ T ∈ S.powerset, ieSign S T = 0 := by
    have hp := Finset.prod_add (fun _ : ι => (1 : ℝ)) (fun _ => -1) S
    simp only [Finset.prod_const, one_pow, one_mul, add_neg_cancel,
      zero_pow hS.card_pos.ne'] at hp
    exact hp.symm
  unfold increment
  simp only [mul_add, Finset.sum_add_distrib]
  rw [← Finset.sum_mul, hsign, zero_mul, add_zero]

end IncrementNoise
```

`Finset.prod_add` expands Π (1 + (−1)) into the sum of signs, and `hS` makes the exponent in 0^|S| positive. For S = ∅ the increment is E(∅) and moves by c. A shift that leaves out the empty set changes D(S) by −(−1)^|S| c for nonempty S, so for c ≠ 0 the cancellation needs the empty set shifted as well.

```lean
#print axioms IncrementNoise.increment_noise_sharp
#print axioms IncrementNoise.increment_noise_exact_empty
#print axioms IncrementNoise.increment_noise_eq_iff
#print axioms IncrementNoise.increment_uniform_shift
```

```
'IncrementNoise.increment_noise_sharp' depends on axioms: [propext, Classical.choice, Quot.sound]
'IncrementNoise.increment_noise_exact_empty' depends on axioms: [propext, Classical.choice, Quot.sound]
'IncrementNoise.increment_noise_eq_iff' depends on axioms: [propext, Classical.choice, Quot.sound]
'IncrementNoise.increment_uniform_shift' depends on axioms: [propext, Classical.choice, Quot.sound]
```
